# Correlated motion never increases the zero-point bond disorder of two equal atoms in an isotropic Debye model with one sound speed

Take two atoms a distance $R$ apart and one plane wave of wavenumber $q$, frequency $\omega$ and amplitude $a$, travelling along the bond and displacing the atoms along it. At time $t$ the displacements are $a\cos(\omega t)$ and $a\cos(qR-\omega t)$. The time average of their squared difference is

$$\frac{a^2}{2}+\frac{a^2}{2}-a^2\cos(qR)=a^2\,(1-\cos qR).$$

Independent atoms would give $a^2$. If $qR=2\pi$, the atoms move together and the bond length does not change; if $qR=\pi$, they move oppositely and the result is $2a^2$. A single wave can therefore lower or raise the disorder. In a solid, $1-\cos(\mathbf q\cdot\mathbf R)$ has to be averaged over all directions and wavenumbers, with each mode weighted by its mean-square displacement along the bond. For zero-point motion in an isotropic Debye model with one sound speed for all three polarisations, the weights at each wavevector add up to a value proportional to $1/q$, and the resulting disorder never exceeds the uncorrelated value.

## The averages as Lean definitions

```lean
import Mathlib

open MeasureTheory

namespace CorrelatedDebyeEXAFS

noncomputable section
```

The file loads Mathlib, which supplies the real analysis, and opens a namespace for the names that follow.

```lean
/-- Orientational average of `1 - cos (q · R)` for a phonon of wavenumber `q` and a bond of
length `R`, with `u` the cosine of the angle between them. -/
def pairFactor (q R : ℝ) : ℝ :=
  (1 / 2) * ∫ u in (-1 : ℝ)..1, (1 - Real.cos (q * R * u))
```

With $u$ the cosine of the angle between wavevector and bond, `pairFactor q R` is

$$F(q,R)=\frac12\int_{-1}^{1}\bigl(1-\cos(qRu)\bigr)\,du .$$

For directions spread evenly over the sphere, $u$ is uniform on $[-1,1]$, hence the factor $\tfrac12$. The symbol `ℝ` is the type of real numbers, so units are left to the reader.

```lean
/-- Average of a function of the wavenumber over the Debye sphere of radius `qD > 0`. -/
def debyeAverage (qD : ℝ) (f : ℝ → ℝ) : ℝ :=
  ∫ q in (0 : ℝ)..qD, 3 * q ^ 2 / qD ^ 3 * f q
```

`debyeAverage qD f` is $\int_0^{q_D}\frac{3q^2}{q_D^3}f(q)\,dq$, where $q_D$ is the Debye cutoff. The $q^2$ counts the modes in a spherical shell. The argument `f` is itself a function, which Lean writes as `fun q => ...`.

```lean
/-- Zero-point mean-square relative displacement along the bond of two atoms of mass `M` at
distance `R`, for phonons of frequency `c * q`; the domain is `M, c, qD > 0`. -/
def zeroPointMSRD (hbar M c qD R : ℝ) : ℝ :=
  debyeAverage qD (fun q => hbar / (M * (c * q)) * pairFactor q R)
```

This is the mean-square relative displacement (MSRD) along the bond, at zero temperature:

$$\sigma^2=\int_0^{q_D}\frac{3q^2}{q_D^3}\,\frac{\hbar}{Mcq}\,F(q,R)\,dq .$$

The physics enters here as a definition. A harmonic mode of frequency $\omega$ has zero-point mean-square displacement $\hbar/(2M\omega)$, and two atoms of mass $M$ give $\hbar/(M\omega)$. The squared projections of the three orthonormal polarisation vectors on the bond add up to 1. All three polarisations share the dispersion $\omega=cq$ with one sound speed $c$, so their contributions have a common factor and only this sum enters. Thermal occupation, unequal masses, anharmonicity and static disorder are left out.

In extended X-ray absorption fine structure (EXAFS), $\sigma^2$ damps the signal of a neighbour shell by $e^{-2k^2\sigma^2}$, with $k$ the photoelectron wavenumber; the formulas below give its zero-point part for this harmonic, single-speed model.

## One wavenumber, all directions

```lean
/-- The orientational average equals `1 - sin (qR) / (qR)`. -/
theorem pairFactor_eq {q R : ℝ} (hq : q ≠ 0) (hR : R ≠ 0) :
    pairFactor q R = 1 - Real.sin (q * R) / (q * R) := by
  have ha : q * R ≠ 0 := mul_ne_zero hq hR
  have hd : ∀ u ∈ Set.uIcc (-1 : ℝ) 1,
      HasDerivAt (fun u => u - Real.sin (q * R * u) / (q * R))
        (1 - Real.cos (q * R * u)) u := by
    intro u _
    have h : HasDerivAt (fun u : ℝ => q * R * u) (q * R) u := by
      simpa using (hasDerivAt_id' u).const_mul (q * R)
    exact ((hasDerivAt_id' u).fun_sub (h.sin.div_const (q * R))).congr_deriv
      (by rw [mul_div_cancel_right₀ _ ha])
  have hc : Continuous (fun u : ℝ => 1 - Real.cos (q * R * u)) := by fun_prop
  rw [pairFactor, intervalIntegral.integral_eq_sub_of_hasDerivAt hd (hc.intervalIntegrable _ _)]
  simp only [mul_neg, mul_one, Real.sin_neg]
  ring
```

A theorem lists its hypotheses before the colon and its claim after it. Here `hq` and `hR` say that $q$ and $R$ are nonzero, and the claim is $F(q,R)=1-\sin(qR)/(qR)$.

By hand, set $a=qR$, which now stands for a phase and no longer for an amplitude. Then

$$\frac12\int_{-1}^{1}(1-\cos au)\,du=\frac12\Bigl[u-\frac{\sin au}{a}\Bigr]_{-1}^{1}=1-\frac{\sin a}{a}.$$

The proof follows the same route. The step `hd` checks that the bracket has the integrand as its derivative, and `hc` that the integrand is continuous. The lemma `intervalIntegral.integral_eq_sub_of_hasDerivAt` is the fundamental theorem of calculus, and `ring` finishes the algebra.

```lean
/-- The orientational average is nonnegative and at most `(qR)² / 6`. -/
theorem pairFactor_bounds (q R : ℝ) :
    0 ≤ pairFactor q R ∧ pairFactor q R ≤ (q * R) ^ 2 / 6 := by
  have hc : Continuous (fun u : ℝ => 1 - Real.cos (q * R * u)) := by fun_prop
  have hg : Continuous (fun u : ℝ => (q * R) ^ 2 / 2 * u ^ 2) := by fun_prop
  constructor
  · have h : 0 ≤ ∫ u in (-1 : ℝ)..1, (1 - Real.cos (q * R * u)) :=
      intervalIntegral.integral_nonneg (by norm_num)
        (fun u _ => by linarith [Real.cos_le_one (q * R * u)])
    unfold pairFactor
    linarith
  · -- compare the integrand with a quadratic upper bound
    have h : ∫ u in (-1 : ℝ)..1, (1 - Real.cos (q * R * u)) ≤
        ∫ u in (-1 : ℝ)..1, (q * R) ^ 2 / 2 * u ^ 2 :=
      intervalIntegral.integral_mono_on (by norm_num) (hc.intervalIntegrable _ _)
        (hg.intervalIntegrable _ _)
        (fun u _ => by nlinarith [Real.one_sub_sq_div_two_le_cos (x := q * R * u)])
    have e : ∫ u in (-1 : ℝ)..1, u ^ 2 = 2 / 3 := by
      rw [integral_pow]
      norm_num
    rw [intervalIntegral.integral_const_mul, e] at h
    unfold pairFactor
    linarith
```

For all real $q$ and $R$, including zero, $0\le F(q,R)\le (qR)^2/6$. The lower bound holds because $\cos\le 1$. For the upper one, $\cos t\ge 1-t^2/2$ gives

$$F(q,R)\le\frac12\int_{-1}^{1}\frac{(qR)^2u^2}{2}\,du=\frac12\cdot\frac{(qR)^2}{2}\cdot\frac23=\frac{(qR)^2}{6}.$$

In Lean, `integral_mono_on` turns the pointwise inequality into one between integrals, and `e` supplies $\int_{-1}^1u^2\,du=\tfrac23$.

## The average over the Debye sphere

```lean
/-- The Debye weight is normalised. -/
theorem debyeAverage_one {qD : ℝ} (hD : 0 < qD) : debyeAverage qD (fun _ => 1) = 1 := by
  have e : (fun q : ℝ => 3 * q ^ 2 / qD ^ 3 * 1) = fun q => 3 / qD ^ 3 * q ^ 2 := by
    funext q
    ring
  have e2 : ∫ q in (0 : ℝ)..qD, q ^ 2 = qD ^ 3 / 3 := by
    rw [integral_pow]
    norm_num
  rw [debyeAverage, e, intervalIntegral.integral_const_mul, e2]
  field_simp
```

The weight integrates to one: $\frac{3}{q_D^3}\cdot\frac{q_D^3}{3}=1$. The proof pulls out the constant, integrates $q^2$ and cancels.

```lean
/-- The Debye-weighted orientational average as an elementary function of the wavenumber. -/
theorem debye_integrand {R : ℝ} (hR : R ≠ 0) (qD q : ℝ) :
    3 * q ^ 2 / qD ^ 3 * pairFactor q R =
      3 / qD ^ 3 * (q ^ 2 - q * Real.sin (q * R) / R) := by
  by_cases hq : q = 0
  · simp [hq]
  · have h : q ^ 2 * pairFactor q R = q ^ 2 - q * Real.sin (q * R) / R := by
      rw [pairFactor_eq hq hR]
      field_simp
    rw [← h]
    ring
```

The closed form of $F$ has $q$ in a denominator, while the Debye integral starts at $q=0$. Multiplying by $q^2$ removes the difficulty:

$$q^2F(q,R)=q^2-\frac{q\sin(qR)}{R}.$$

The proof treats $q=0$ separately, where both sides vanish, and uses `pairFactor_eq` elsewhere.

```lean
/-- The Debye average of the orientational factor is `1 - 3 (sin x - x cos x) / x³`
with `x = qD R`. -/
theorem debyeAverage_pairFactor {qD R : ℝ} (hD : 0 < qD) (hR : 0 < R) :
    debyeAverage qD (fun q => pairFactor q R) =
      1 - 3 * (Real.sin (qD * R) - qD * R * Real.cos (qD * R)) / (qD * R) ^ 3 := by
  have hd : ∀ q ∈ Set.uIcc (0 : ℝ) qD,
      HasDerivAt (fun q => q ^ 3 / 3 - (Real.sin (q * R) - q * R * Real.cos (q * R)) / R ^ 3)
        (q ^ 2 - q * Real.sin (q * R) / R) q := by
    intro q _
    have h : HasDerivAt (fun q : ℝ => q * R) R q := by
      simpa using (hasDerivAt_id' q).mul_const R
    have h3 : HasDerivAt (fun q : ℝ => q ^ 3 / 3) (q ^ 2) q :=
      ((hasDerivAt_pow 3 q).div_const 3).congr_deriv (by norm_num)
    refine (h3.fun_sub ((h.sin.fun_sub (h.fun_mul h.cos)).div_const (R ^ 3))).congr_deriv ?_
    field_simp
    ring
  have hc : Continuous (fun q : ℝ => q ^ 2 - q * Real.sin (q * R) / R) := by fun_prop
  simp only [debyeAverage, debye_integrand hR.ne']
  rw [intervalIntegral.integral_const_mul,
    intervalIntegral.integral_eq_sub_of_hasDerivAt hd (hc.intervalIntegrable _ _)]
  simp only [zero_mul, Real.sin_zero]
  field_simp
  ring
```

For positive $q_D$ and $R$, and with $x=q_DR$, the averaged factor is $1-3(\sin x-x\cos x)/x^3$. The product rule gives

$$\frac{d}{dq}\,\frac{\sin(qR)-qR\cos(qR)}{R^3}=\frac{q\sin(qR)}{R},$$

and the expression being differentiated vanishes at $q=0$. Therefore

$$\frac{3}{q_D^3}\int_0^{q_D}\Bigl(q^2-\frac{q\sin qR}{R}\Bigr)dq=\frac{3}{q_D^3}\Bigl(\frac{q_D^3}{3}-\frac{\sin x-x\cos x}{R^3}\Bigr)=1-\frac{3(\sin x-x\cos x)}{x^3}.$$

This average lacks the zero-point weight $1/q$ and can exceed 1: at $x=2\pi$ it equals $1+3/(4\pi^2)$. The bound in the title concerns the weighted average of the next section. Again `hd` verifies the antiderivative. The line with `debye_integrand` puts the integrand into its regular form before the fundamental theorem is applied.

```lean
/-- The Debye average of the orientational factor is nonnegative and at most
`(qD R)² / 10`. -/
theorem debyeAverage_pairFactor_bounds {qD R : ℝ} (hD : 0 < qD) (hR : 0 < R) :
    0 ≤ debyeAverage qD (fun q => pairFactor q R) ∧
      debyeAverage qD (fun q => pairFactor q R) ≤ (qD * R) ^ 2 / 10 := by
  constructor
  · exact intervalIntegral.integral_nonneg hD.le
      (fun q _ => mul_nonneg (by positivity) (pairFactor_bounds q R).1)
  · have hc : Continuous (fun q : ℝ => 3 * q ^ 2 / qD ^ 3 * pairFactor q R) := by
      simp only [debye_integrand hR.ne']
      fun_prop
    have hg : Continuous (fun q : ℝ => R ^ 2 / (2 * qD ^ 3) * q ^ 4) := by fun_prop
    have h : debyeAverage qD (fun q => pairFactor q R) ≤
        ∫ q in (0 : ℝ)..qD, R ^ 2 / (2 * qD ^ 3) * q ^ 4 := by
      refine intervalIntegral.integral_mono_on hD.le (hc.intervalIntegrable _ _)
        (hg.intervalIntegrable _ _) (fun q _ => ?_)
      calc 3 * q ^ 2 / qD ^ 3 * pairFactor q R
          ≤ 3 * q ^ 2 / qD ^ 3 * ((q * R) ^ 2 / 6) :=
            mul_le_mul_of_nonneg_left (pairFactor_bounds q R).2 (by positivity)
        _ = R ^ 2 / (2 * qD ^ 3) * q ^ 4 := by ring
    have e : ∫ q in (0 : ℝ)..qD, q ^ 4 = qD ^ 5 / 5 := by
      rw [integral_pow]
      norm_num
    rw [intervalIntegral.integral_const_mul, e] at h
    refine h.trans (le_of_eq ?_)
    field_simp
    norm_num
```

The averaged factor lies between $0$ and $x^2/10$. Both bounds come from integrating those of `pairFactor_bounds` against the nonnegative Debye weight:

$$\int_0^{q_D}\frac{3q^2}{q_D^3}\,\frac{(qR)^2}{6}\,dq=\frac{R^2}{2q_D^3}\cdot\frac{q_D^5}{5}=\frac{x^2}{10}.$$

The `calc` block is the pointwise estimate, and `e` is the integral of $q^4$.

## The zero-point displacement

```lean
/-- The zero-point mean-square relative displacement in closed form, with `x = qD R`:
`3ħ / (2 M c qD) * (1 - 2 (1 - cos x) / x²)`. -/
theorem zeroPointMSRD_eq {hbar M c qD R : ℝ} (hM : 0 < M) (hc : 0 < c) (hD : 0 < qD)
    (hR : 0 < R) :
    zeroPointMSRD hbar M c qD R = 3 * hbar / (2 * M * c * qD) *
      (1 - 2 * (1 - Real.cos (qD * R)) / (qD * R) ^ 2) := by
  -- one power of the wavenumber cancels against the phonon frequency
  have e : ∀ q : ℝ, 3 * q ^ 2 / qD ^ 3 * (hbar / (M * (c * q)) * pairFactor q R) =
      3 * hbar / (M * c * qD ^ 3) * (q - Real.sin (q * R) / R) := by
    intro q
    by_cases hq : q = 0
    · simp [hq]
    · rw [pairFactor_eq hq hR.ne']
      field_simp
  have hd : ∀ q ∈ Set.uIcc (0 : ℝ) qD,
      HasDerivAt (fun q => q ^ 2 / 2 + Real.cos (q * R) / R ^ 2)
        (q - Real.sin (q * R) / R) q := by
    intro q _
    have h : HasDerivAt (fun q : ℝ => q * R) R q := by
      simpa using (hasDerivAt_id' q).mul_const R
    have h2 : HasDerivAt (fun q : ℝ => q ^ 2 / 2) q q :=
      ((hasDerivAt_pow 2 q).div_const 2).congr_deriv (by norm_num)
    refine (h2.fun_add (h.cos.div_const (R ^ 2))).congr_deriv ?_
    field_simp
    ring
  have hcont : Continuous (fun q : ℝ => q - Real.sin (q * R) / R) := by fun_prop
  simp only [zeroPointMSRD, debyeAverage, e]
  rw [intervalIntegral.integral_const_mul,
    intervalIntegral.integral_eq_sub_of_hasDerivAt hd (hcont.intervalIntegrable _ _)]
  simp only [zero_mul, Real.cos_zero]
  field_simp
  ring
```

For positive $M$, $c$, $q_D$ and $R$, the claim is

$$\sigma^2=\frac{3\hbar}{2Mcq_D}\Bigl(1-\frac{2(1-\cos x)}{x^2}\Bigr),\qquad x=q_DR.$$

The factor $\hbar/(Mcq)$ takes one power of $q$ from the weight, so the integrand is

$$\frac{3\hbar}{Mcq_D^3}\Bigl(q-\frac{\sin qR}{R}\Bigr).$$

This is the step `e`. At the single point $q=0$ Lean reads the division by zero as $0$, which agrees with the continuous expression on the right. An antiderivative of the bracket is $q^2/2+\cos(qR)/R^2$, verified in `hd`, so

$$\sigma^2=\frac{3\hbar}{Mcq_D^3}\Bigl(\frac{q_D^2}{2}-\frac{1-\cos x}{R^2}\Bigr).$$

Taking out $q_D^2/2$ gives the stated form.

```lean
/-- The zero-point mean-square relative displacement is at most `3ħ / (2 M c qD)`, with
equality exactly when `cos (qD R) = 1`. -/
theorem zeroPointMSRD_le_uncorrelated {hbar M c qD R : ℝ} (hh : 0 < hbar) (hM : 0 < M)
    (hc : 0 < c) (hD : 0 < qD) (hR : 0 < R) :
    zeroPointMSRD hbar M c qD R ≤ 3 * hbar / (2 * M * c * qD) ∧
      (zeroPointMSRD hbar M c qD R = 3 * hbar / (2 * M * c * qD) ↔
        Real.cos (qD * R) = 1) := by
  rw [zeroPointMSRD_eq hM hc hD hR]
  have hA : 0 < 3 * hbar / (2 * M * c * qD) := by positivity
  have hx : (qD * R) ^ 2 ≠ 0 := by positivity
  have h0 : 0 ≤ 2 * (1 - Real.cos (qD * R)) / (qD * R) ^ 2 :=
    div_nonneg (by linarith [Real.cos_le_one (qD * R)]) (by positivity)
  refine ⟨mul_le_of_le_one_right hA.le (by linarith), fun h => ?_, fun h => by simp [h]⟩
  have h1 : 3 * hbar / (2 * M * c * qD) *
      (2 * (1 - Real.cos (qD * R)) / (qD * R) ^ 2) = 0 := by linarith
  have h2 := (mul_eq_zero.mp h1).resolve_left hA.ne'
  have h3 := (div_eq_zero_iff.mp h2).resolve_right hx
  linarith

end

end CorrelatedDebyeEXAFS
```

The hypotheses now include $\hbar>0$. The claim has two parts, joined by `∧` ("and"): $\sigma^2\le 3\hbar/(2Mcq_D)$, and equality holds if and only if (`↔`) $\cos x=1$.

The right-hand side is the value for independent atoms. Replacing $F$ by 1 in the definition of $\sigma^2$ gives

$$\int_0^{q_D}\frac{3q^2}{q_D^3}\,\frac{\hbar}{Mcq}\,dq=\frac{3\hbar}{2Mcq_D}.$$

This short integral is our reading of the bound; the theorem itself compares $\sigma^2$ with the explicit expression.

Write $A$ for that expression. By the closed form,

$$A-\sigma^2=A\,\frac{2(1-\cos x)}{x^2}\ge 0,$$

since $A>0$ and $\cos x\le1$. The difference vanishes exactly when $1-\cos x=0$, that is, when $q_DR$ is a positive multiple of $2\pi$.

In the proof, `hA` is the positivity of $A$ and `h0` the sign of the correction. For the equality case, `h1` states that the product $A\cdot 2(1-\cos x)/x^2$ is zero. Then `h2` discards the factor $A$, `h3` discards the denominator, and `linarith` concludes $\cos x=1$. The converse is a substitution.

```lean
#print axioms CorrelatedDebyeEXAFS.debyeAverage_one
#print axioms CorrelatedDebyeEXAFS.debyeAverage_pairFactor
#print axioms CorrelatedDebyeEXAFS.debyeAverage_pairFactor_bounds
#print axioms CorrelatedDebyeEXAFS.zeroPointMSRD_le_uncorrelated
```

```
'CorrelatedDebyeEXAFS.debyeAverage_one' depends on axioms: [propext, Classical.choice, Quot.sound]
'CorrelatedDebyeEXAFS.debyeAverage_pairFactor' depends on axioms: [propext, Classical.choice, Quot.sound]
'CorrelatedDebyeEXAFS.debyeAverage_pairFactor_bounds' depends on axioms: [propext, Classical.choice, Quot.sound]
'CorrelatedDebyeEXAFS.zeroPointMSRD_le_uncorrelated' depends on axioms: [propext, Classical.choice, Quot.sound]
```
